# For diag(2, 1), SVD truncation does not minimise the largest entrywise error

Matrices are real and $2\times2$, with indices 0 and 1 as in Lean. The target is $A=\mathrm{diag}(p,q)$, called `diagTarget p q`.

```lean
import Mathlib

open Matrix

namespace EntrywiseTruncation

noncomputable section

/-- The real 2 × 2 diagonal matrix with diagonal entries `p` and `q`. -/
def diagTarget (p q : ℝ) : Matrix (Fin 2) (Fin 2) ℝ := !![p, 0; 0, q]
```

For $0<q\le p$ the singular values are $p$ and $q$, and keeping the first gives $\mathrm{diag}(p,0)$. For $q<p$ this is the only rank-one SVD truncation; for $q=p$ it is one of several, and $M_1$ below is another. The code enters this matrix directly and constructs no SVD. An approximation $B$ is judged by its largest error $E(A,B)=\max_{i,j}|A_{ij}-B_{ij}|$ or by its squared error $S(A,B)=\sum_{i,j}(A_{ij}-B_{ij})^2$.

```lean
/-- The largest absolute entrywise error between two real 2 × 2 matrices. -/
def maxError (A B : Matrix (Fin 2) (Fin 2) ℝ) : ℝ :=
  max (max |A 0 0 - B 0 0| |A 0 1 - B 0 1|) (max |A 1 0 - B 1 0| |A 1 1 - B 1 1|)

/-- The sum of the squared entrywise errors (squared Frobenius distance). -/
def squaredError (A B : Matrix (Fin 2) (Fin 2) ℝ) : ℝ :=
  ∑ i, ∑ j, (A i j - B i j) ^ 2
```

For a sign $s=\pm1$, a competitor to truncation is

$$M_s=\frac1{p+q}\begin{pmatrix}p^2&s\,pq\\ s\,pq&q^2\end{pmatrix}.$$

```lean
/-- The symmetric matrix with diagonal entries `p² / (p + q)` and `q² / (p + q)` and both
off-diagonal entries `s` times `pq / (p + q)`. -/
def balanced (p q s : ℝ) : Matrix (Fin 2) (Fin 2) ℝ :=
  !![p ^ 2 / (p + q), s * (p * q / (p + q)); s * (p * q / (p + q)), q ^ 2 / (p + q)]
```

Low-rank factorisations of integral matrices in electronic-structure codes can be judged by either error; this $2\times2$ diagonal model shows that the two can favour different approximations.

## (a) Largest error as four bounds

Show that a bound on the largest error is a bound on every entry:

$$E(A,B)\le e\iff |A_{ij}-B_{ij}|\le e\ \text{ for all } i,j.$$

**Solution.** A maximum is at most $e$ exactly when each of its members is. Lean unfolds the nested maxima and the quantifiers over two indices.

```lean
/-- The largest error is at most `e` exactly when every entry is reproduced within `e`. -/
theorem maxError_le_iff (A B : Matrix (Fin 2) (Fin 2) ℝ) (e : ℝ) :
    maxError A B ≤ e ↔ ∀ i j, |A i j - B i j| ≤ e := by
  simp only [maxError, max_le_iff, Fin.forall_fin_two]
```

## (b) Rank and the two products

Show that if $B$ has rank at most one, then

$$B_{00}B_{11}=B_{01}B_{10}.$$

**Solution.** If $\det B\ne0$, then $B$ is invertible and has rank 2, a contradiction. So $\det B=B_{00}B_{11}-B_{01}B_{10}=0$. The hypothesis `B.rank ≤ 1` uses Mathlib's matrix rank and admits the zero matrix.

```lean
/-- A real 2 × 2 matrix of rank at most one has equal diagonal and off-diagonal products. -/
theorem products_eq_of_rank_le_one {B : Matrix (Fin 2) (Fin 2) ℝ} (hB : B.rank ≤ 1) :
    B 0 0 * B 1 1 = B 0 1 * B 1 0 := by
  have hdet : B.det = 0 := by
    by_contra h
    have hu : IsUnit B := (Matrix.isUnit_iff_isUnit_det B).mpr (isUnit_iff_ne_zero.mpr h)
    rw [Matrix.rank_of_isUnit B hu, Fintype.card_fin] at hB
    omega
  rw [Matrix.det_fin_two] at hdet
  linarith
```

## (c) Consequences of a small error

Let $E(A,B)\le e$. Bound the diagonal entries from below and the off-diagonal ones in size:

$$B_{00}\ge p-e,\quad B_{11}\ge q-e,\quad |B_{01}|,|B_{10}|\le e,\quad B_{01}B_{10}\le e^2.$$

**Solution.** The first three statements are (a) read entry by entry. For the last, $B_{01}B_{10}\le|B_{01}||B_{10}|\le e^2$, which is the `calc` chain.

```lean
/-- If all entries of `diag(p, q)` are reproduced within `e`, the diagonal entries of `B` are
bounded below and its off-diagonal product is at most `e²`. -/
theorem entry_bounds {p q e : ℝ} {B : Matrix (Fin 2) (Fin 2) ℝ}
    (h : maxError (diagTarget p q) B ≤ e) :
    p - e ≤ B 0 0 ∧ q - e ≤ B 1 1 ∧ |B 0 1| ≤ e ∧ |B 1 0| ≤ e ∧
      B 0 1 * B 1 0 ≤ e * e := by
  rw [maxError_le_iff] at h
  have h00 : |p - B 0 0| ≤ e := by simpa [diagTarget] using h 0 0
  have h01 : |B 0 1| ≤ e := by simpa [diagTarget] using h 0 1
  have h10 : |B 1 0| ≤ e := by simpa [diagTarget] using h 1 0
  have h11 : |q - B 1 1| ≤ e := by simpa [diagTarget] using h 1 1
  refine ⟨by linarith [(abs_le.mp h00).2], by linarith [(abs_le.mp h11).2], h01, h10, ?_⟩
  calc B 0 1 * B 1 0 ≤ |B 0 1 * B 1 0| := le_abs_self _
    _ = |B 0 1| * |B 1 0| := abs_mul _ _
    _ ≤ e * e := mul_le_mul h01 h10 (abs_nonneg _) ((abs_nonneg _).trans h01)
```

## (d) A lower bound at rank one

For $p,q>0$ and $B$ of rank at most one, show that

$$E(A,B)\ge\frac{pq}{p+q}.$$

**Solution.** Suppose $e=E(A,B)$ is smaller. Then $e(p+q)<pq$, and $e<p$, $e<q$ because $pq/(p+q)$ lies below both. The factors in (c) are therefore positive, and

$$B_{00}B_{11}\ge(p-e)(q-e)=pq-e(p+q)+e^2>e^2\ge B_{01}B_{10},$$

contradicting (b). In Lean, `heq` and `hep` supply the positivity and `had` the first inequality.

Positivity of $p$ and $q$ matters. For $p=1$, $q=-2$ the formula gives 2, yet $\mathrm{diag}(0,-2)$ has rank one and error 1.

```lean
/-- For `p, q > 0`, every matrix of rank at most one misses some entry of `diag(p, q)` by at least
`pq / (p + q)`. -/
theorem entrywise_lower_bound {p q : ℝ} (hp : 0 < p) (hq : 0 < q)
    {B : Matrix (Fin 2) (Fin 2) ℝ} (hB : B.rank ≤ 1) :
    p * q / (p + q) ≤ maxError (diagTarget p q) B := by
  obtain ⟨e, he⟩ : ∃ e, e = maxError (diagTarget p q) B := ⟨_, rfl⟩
  obtain ⟨ha, hd, -, -, hbc⟩ := entry_bounds he.ge
  rw [← he]
  by_contra hlt
  have hlt' : e * (p + q) < p * q := (lt_div_iff₀ (by positivity)).mp (not_le.mp hlt)
  have heq : e < q := by
    by_contra h
    nlinarith [mul_nonneg (sub_nonneg.mpr (not_lt.mp h)) (add_pos hp hq).le, mul_pos hq hq]
  have hep : e < p := by
    by_contra h
    nlinarith [mul_nonneg (sub_nonneg.mpr (not_lt.mp h)) (add_pos hp hq).le, mul_pos hp hp]
  -- The diagonal product is too large to equal the off-diagonal product.
  have had : (p - e) * (q - e) ≤ B 0 0 * B 1 1 :=
    mul_le_mul ha hd (by linarith) (by linarith)
  nlinarith [products_eq_of_rank_le_one hB]
```

## (e) Attaining the bound

For $p,q>0$ and $s=\pm1$, show that $M_s$ has rank at most one and

$$E(A,M_s)=\frac{pq}{p+q}.$$

**Solution.** With $u=(p,sq)^T$ we have $M_s=uu^T/(p+q)$, since $s^2=1$; this is the `vecMulVec` step. The diagonal errors are $p-\frac{p^2}{p+q}=q-\frac{q^2}{p+q}=\frac{pq}{p+q}$, and the off-diagonal ones have the same size. Lean proves "at most" by this computation and takes "at least" from (d).

```lean
/-- For `p, q > 0` and `s = ±1`, the balanced matrix has rank at most one and largest entrywise
error exactly `pq / (p + q)`. -/
theorem balanced_attains {p q s : ℝ} (hp : 0 < p) (hq : 0 < q) (hs : s = 1 ∨ s = -1) :
    (balanced p q s).rank ≤ 1 ∧
      maxError (diagTarget p q) (balanced p q s) = p * q / (p + q) := by
  have hne : p + q ≠ 0 := by positivity
  have hr : (balanced p q s).rank ≤ 1 := by
    have h : balanced p q s =
        Matrix.vecMulVec ![p, s * q] ![p / (p + q), s * q / (p + q)] := by
      ext i j
      rcases hs with rfl | rfl <;> fin_cases i <;> fin_cases j <;>
        simp [balanced, Matrix.vecMulVec_apply] <;> ring
    rw [h]
    exact Matrix.rank_vecMulVec_le _ _
  refine ⟨hr, le_antisymm ?_ (entrywise_lower_bound hp hq hr)⟩
  have h0 : 0 ≤ p * q / (p + q) := by positivity
  have h1 : p - p ^ 2 / (p + q) = p * q / (p + q) := by field_simp; ring
  have h2 : q - q ^ 2 / (p + q) = p * q / (p + q) := by field_simp; ring
  have h3 : |0 - s * (p * q / (p + q))| = p * q / (p + q) := by
    rcases hs with rfl | rfl
    · rw [one_mul, zero_sub, abs_neg, abs_of_nonneg h0]
    · rw [neg_one_mul, zero_sub, neg_neg, abs_of_nonneg h0]
  change max (max |p - p ^ 2 / (p + q)| |0 - s * (p * q / (p + q))|)
    (max |0 - s * (p * q / (p + q))| |q - q ^ 2 / (p + q)|) ≤ _
  rw [h1, h2, h3, abs_of_nonneg h0, max_self, max_self]
```

## (f) The only minimisers

For $p,q>0$, let $B$ have rank at most one and $E(A,B)\le pq/(p+q)$. Show that

$$B=M_{1}\quad\text{or}\quad B=M_{-1}.$$

**Solution.** Put $e=pq/(p+q)$. Then $p-e=\frac{p^2}{p+q}>0$, $q-e=\frac{q^2}{p+q}>0$ and $(p-e)(q-e)=e^2$. By (c) and (b),

$$e^2\le B_{00}B_{11}=B_{01}B_{10}\le e^2.$$

Equality forces $B_{00}=p-e$ and $B_{11}=q-e$ (`ha'`, `hd'`). Also

$$(B_{10}-B_{01})^2=B_{10}^2+B_{01}^2-2e^2\le0,$$

so $B_{10}=B_{01}=\pm e$.

```lean
/-- For `p, q > 0`, a matrix of rank at most one whose largest entrywise error from `diag(p, q)` is
at most `pq / (p + q)` is one of the two balanced matrices. -/
theorem minimiser_unique {p q : ℝ} (hp : 0 < p) (hq : 0 < q)
    {B : Matrix (Fin 2) (Fin 2) ℝ} (hB : B.rank ≤ 1)
    (h : maxError (diagTarget p q) B ≤ p * q / (p + q)) :
    B = balanced p q 1 ∨ B = balanced p q (-1) := by
  have hne : p + q ≠ 0 := by positivity
  obtain ⟨e, he⟩ : ∃ e, e = p * q / (p + q) := ⟨_, rfl⟩
  rw [← he] at h
  have hE : e * (p + q) = p * q := by rw [he, div_mul_cancel₀ _ hne]
  have hp' : p ^ 2 / (p + q) = p - e := by
    rw [div_eq_iff hne]; linear_combination hE
  have hq' : q ^ 2 / (p + q) = q - e := by
    rw [div_eq_iff hne]; linear_combination hE
  have hpe : 0 < p - e := by rw [← hp']; positivity
  have hqe : 0 < q - e := by rw [← hq']; positivity
  obtain ⟨ha, hd, hb, hc, hbc⟩ := entry_bounds h
  have hdet := products_eq_of_rank_le_one hB
  -- Both diagonal entries must sit at the lower end of their allowed intervals.
  have ha' : B 0 0 = p - e := by
    refine le_antisymm (not_lt.mp fun hlt => ?_) ha
    nlinarith [mul_pos (sub_pos.mpr hlt) hqe,
      mul_nonneg (hpe.le.trans ha) (sub_nonneg.mpr hd)]
  have hd' : B 1 1 = q - e := by
    refine le_antisymm (not_lt.mp fun hlt => ?_) hd
    rw [ha'] at hdet
    nlinarith [mul_pos hpe (sub_pos.mpr hlt)]
  have hprod : B 0 1 * B 1 0 = e * e := by
    rw [← hdet, ha', hd']; linear_combination -hE
  have hb2 := sq_le_sq' (abs_le.mp hb).1 (abs_le.mp hb).2
  have hc2 := sq_le_sq' (abs_le.mp hc).1 (abs_le.mp hc).2
  have hsq : (B 1 0 - B 0 1) ^ 2 = 0 := le_antisymm (by nlinarith) (sq_nonneg _)
  have hcb : B 1 0 = B 0 1 := sub_eq_zero.mp ((pow_eq_zero_iff two_ne_zero).mp hsq)
  rw [hcb] at hprod
  rcases mul_self_eq_mul_self_iff.mp hprod with hs | hs
  · left
    rw [Matrix.eta_fin_two B, balanced, hp', hq', ← he, ha', hd', hcb, hs, one_mul]
  · right
    rw [Matrix.eta_fin_two B, balanced, hp', hq', ← he, ha', hd', hcb, hs, neg_one_mul]
```

## (g) Two error measures, two verdicts

Let $0<q\le p$. Show that truncation to $\mathrm{diag}(p,0)$ is optimal in squares but not entrywise:

$$S(A,\mathrm{diag}(p,0))\le S(A,B)\ \text{ if } \operatorname{rank}B\le1,\qquad E(A,M_1)<E(A,\mathrm{diag}(p,0)).$$

**Solution.** By (b), $B$ is singular, so $Bv=0$ for some $v\ne0$, and $(A-B)v=Av$. Cauchy–Schwarz on each row (`c0`, `c1`), summed, gives

$$S(A,B)\,(v_0^2+v_1^2)\ge p^2v_0^2+q^2v_1^2\ge q^2(v_0^2+v_1^2).$$

Hence $S(A,B)\ge q^2=S(A,\mathrm{diag}(p,0))$. Entrywise, truncation has error $q$, and $pq/(p+q)<q$.

```lean
/-- For `0 < q ≤ p`, truncation to `diag(p, 0)` minimises the sum of squared errors among
matrices of rank at most one, but its largest entrywise error exceeds that of a balanced matrix. -/
theorem truncation_optimal_only_in_squares {p q : ℝ} (hq : 0 < q) (hqp : q ≤ p) :
    (∀ B : Matrix (Fin 2) (Fin 2) ℝ, B.rank ≤ 1 →
      squaredError (diagTarget p q) (diagTarget p 0) ≤ squaredError (diagTarget p q) B) ∧
    maxError (diagTarget p q) (balanced p q 1) <
      maxError (diagTarget p q) (diagTarget p 0) := by
  have hp : 0 < p := hq.trans_le hqp
  constructor
  · intro B hB
    have hdet : B.det = 0 := by
      rw [Matrix.det_fin_two, products_eq_of_rank_le_one hB, sub_self]
    obtain ⟨v, hv, hBv⟩ := Matrix.exists_mulVec_eq_zero_iff.mpr hdet
    have r0 : B 0 0 * v 0 + B 0 1 * v 1 = 0 := by
      simpa [Matrix.mulVec, dotProduct, Fin.sum_univ_two] using congrFun hBv 0
    have r1 : B 1 0 * v 0 + B 1 1 * v 1 = 0 := by
      simpa [Matrix.mulVec, dotProduct, Fin.sum_univ_two] using congrFun hBv 1
    have hn : 0 < v 0 ^ 2 + v 1 ^ 2 := by
      by_contra hle
      apply hv
      ext i
      fin_cases i
      · change v 0 = 0
        nlinarith [sq_nonneg (v 0), sq_nonneg (v 1)]
      · change v 1 = 0
        nlinarith [sq_nonneg (v 0), sq_nonneg (v 1)]
    -- Cauchy-Schwarz for each row of the error acting on a kernel vector of B.
    have c0 : (p * v 0) ^ 2 ≤ ((p - B 0 0) ^ 2 + B 0 1 ^ 2) * (v 0 ^ 2 + v 1 ^ 2) := by
      have h : p * v 0 = (p - B 0 0) * v 0 - B 0 1 * v 1 := by linear_combination r0
      rw [h]
      nlinarith [sq_nonneg ((p - B 0 0) * v 1 + B 0 1 * v 0)]
    have c1 : (q * v 1) ^ 2 ≤ (B 1 0 ^ 2 + (q - B 1 1) ^ 2) * (v 0 ^ 2 + v 1 ^ 2) := by
      have h : q * v 1 = (q - B 1 1) * v 1 - B 1 0 * v 0 := by linear_combination r1
      rw [h]
      nlinarith [sq_nonneg ((q - B 1 1) * v 0 + B 1 0 * v 1)]
    have hpq : q ^ 2 * v 0 ^ 2 ≤ p ^ 2 * v 0 ^ 2 := by gcongr
    have key : q ^ 2 ≤ (p - B 0 0) ^ 2 + B 0 1 ^ 2 + (B 1 0 ^ 2 + (q - B 1 1) ^ 2) :=
      le_of_mul_le_mul_right (by linarith) hn
    simpa [squaredError, diagTarget, Fin.sum_univ_two] using key
  · have ht : maxError (diagTarget p q) (diagTarget p 0) = q := by
      simp [maxError, diagTarget, abs_of_pos hq, hq.le]
    rw [(balanced_attains hp hq (Or.inl rfl)).2, ht, div_lt_iff₀ (by positivity)]
    nlinarith [mul_pos hq hq]
```

## (h) The numbers for diag(2, 1)

Evaluate both errors and the minimum at rank at most one:

$$E(A,\mathrm{diag}(2,0))=1,\qquad E\!\left(A,\begin{pmatrix}4/3&2/3\\2/3&1/3\end{pmatrix}\right)=\frac23=\min_{\operatorname{rank}B\le1}E(A,B).$$

**Solution.** Set $p=2$, $q=1$, $s=1$. The displayed matrix is $M_1$; (e) gives its rank and error, and (d) the lower bound. Lean states the minimum as a bound over all real $B$ with `B.rank ≤ 1`, next to the matrix that attains it.

```lean
/-- For `diag(2, 1)`, truncation has largest entrywise error 1, while the displayed matrix of
rank at most one has error 2/3, the least possible at that rank. -/
theorem truncation_not_entrywise_optimal :
    maxError !![2, 0; 0, 1] !![2, 0; 0, 0] = 1 ∧
    (!![4/3, 2/3; 2/3, 1/3] : Matrix (Fin 2) (Fin 2) ℝ).rank ≤ 1 ∧
    maxError !![2, 0; 0, 1] !![4/3, 2/3; 2/3, 1/3] = 2/3 ∧
    ∀ B : Matrix (Fin 2) (Fin 2) ℝ, B.rank ≤ 1 → 2/3 ≤ maxError !![2, 0; 0, 1] B := by
  have hb : balanced 2 1 1 = !![4/3, 2/3; 2/3, 1/3] := by
    unfold balanced
    norm_num
  have h := balanced_attains (p := 2) (q := 1) (s := 1) (by norm_num) (by norm_num) (Or.inl rfl)
  rw [hb] at h
  refine ⟨by simp [maxError], h.1, ?_, fun B hB => ?_⟩
  · have h2 := h.2
    norm_num [diagTarget] at h2 ⊢
    exact h2
  · have h3 := entrywise_lower_bound (p := 2) (q := 1) (by norm_num) (by norm_num) hB
    have h4 : (2 : ℝ) * 1 / (2 + 1) = 2/3 := by norm_num
    rw [h4] at h3
    exact h3

end

end EntrywiseTruncation
```

```lean
#print axioms EntrywiseTruncation.minimiser_unique
#print axioms EntrywiseTruncation.truncation_optimal_only_in_squares
#print axioms EntrywiseTruncation.truncation_not_entrywise_optimal
```

```
'EntrywiseTruncation.minimiser_unique' depends on axioms: [propext, Classical.choice, Quot.sound]
'EntrywiseTruncation.truncation_optimal_only_in_squares' depends on axioms: [propext, Classical.choice, Quot.sound]
'EntrywiseTruncation.truncation_not_entrywise_optimal' depends on axioms: [propext, Classical.choice, Quot.sound]
```
